# Image energy of a fixed point dipole above a perfectly conducting plane: −(dx² + dy² + 2dz²)/(64π ε₀ z³)

A simulation that treats a polar molecule as a point dipole above a flat, grounded, perfectly conducting electrode can replace the metal by an image dipole and add one term to the energy. The term depends on the signs of the image and on a prefactor, and a simulation that moves the molecule by forces also needs a force that agrees with this energy.

Let the metal surface be the plane at height zero, and let a dipole d = (dx, dy, dz) sit at (0, 0, z) with z > 0. The image at (0, 0, −z) is

m = (−dx, −dy, dz)

and the energy is half the coupling of d to the potential φ of that image:

E(z) = ½ (d·∇)φ = −(dx² + dy² + 2dz²)/(64π ε₀ z³)

At a given height and dipole length, E has the lower bound

E(z) ≥ −|d|²/(32π ε₀ z³)

with equality exactly when dx = dy = 0.

## Image, energy and force in a code

The image routine relies on m making the total potential vanish on the plane. No other dipole at (0, 0, −z) does this, so a wrong sign in a nonzero component leaves a potential there. The energy routine relies on the factor ½, which is there because the image is induced by d and is not an independent source.

The force routine has two equivalent options. It can differentiate E(z), in which the image moves with the dipole, or it can differentiate the full coupling, without the ½, while the image stays frozen. Differentiating the full coupling with a moving image gives twice the force.

In quantum mechanics, replacing the squares by ground-state expectation values ⟨dx²⟩, ⟨dy²⟩, ⟨dz²⟩ gives the nonretarded van der Waals energy of an atom near a perfect conductor, whereas d here is a fixed classical vector.

## From the grounded plane to the force

The potential at r of a dipole m located at s is

φ(r) = m·(r − s)/(4π ε₀ |r − s|³)

**The image.** A point (x, y, 0) of the plane is at the same distance R = √(x² + y² + z²) from both dipoles. For any dipole m at (0, 0, −z), the summed potential is therefore

[(dx + mx)x + (dy + my)y + (mz − dz)z]/(4π ε₀ R³)

If it vanishes on the whole plane, the point (0, 0, 0) gives mz = dz. The points (1, 0, 0) and (0, 1, 0) then give mx = −dx and my = −dy. Conversely, these values make the bracket zero everywhere on the plane.

**The derivative.** Write ρ = r − s and L = |ρ| > 0. Along the ray r + tv, the numerator of φ is m·ρ + t m·v, and the squared distance is L² + 2t v·ρ + t² v·v. At t = 0 the distance changes at the rate v·ρ/L, so its inverse cube changes at the rate −3 v·ρ/L⁵. The product rule gives

(v·∇)φ = [m·v/L³ − 3(m·ρ)(v·ρ)/L⁵]/(4π ε₀)

**The energy.** Put d at height h, keep the image at height −z, and let H = h + z > 0. Then ρ = (0, 0, H), m·d = −dx² − dy² + dz², and m·ρ = d·ρ = dz H. With S = dx² + dy² + 2dz²,

(d·∇)φ = (−dx² − dy² + dz² − 3dz²)/(4π ε₀ H³) = −S/(4π ε₀ H³)

Setting h = z gives H³ = 8z³, and half of the result is E(z) = −S/(64π ε₀ z³).

**The force.** The slope of E is

dE/dz = 3S/(64π ε₀ z⁴)

The slope of the frozen-image coupling in h is 3S/(4π ε₀ (h + z)⁴), which at h = z is the same number. The force is minus this slope, so it pulls a nonzero dipole towards the surface.

**The bound.** Since S = 2|d|² − (dx² + dy²),

E(z) = −|d|²/(32π ε₀ z³) + (dx² + dy²)/(64π ε₀ z³)

The last term is never negative, and it vanishes exactly when dx = dy = 0.

## A dipole (1, 2, 2) at height 2

Use units with 4π ε₀ = 1. The image is (−1, −2, 2), and ρ = (0, 0, 4). Then m·d = −1 and m·ρ = d·ρ = 8, so the full coupling is

−1/64 − 3·8·8/1024 = −13/64

and E = −13/128. The closed formula agrees: S = 13 and 13/(16·8) = 13/128. The lower bound is −9/64 = −18/128, and the slope is 39/256 by either route.

## A negative height reverses the sign

The energy formula fails if z > 0 is weakened to z ≠ 0. In the same units, take d = (0, 0, 1) and z = −1. The image is then at height +1 and ρ = (0, 0, −2), so half the coupling is

½(1/8 − 3·4/32) = −1/8

The closed formula would give +1/8. For a dipole in the vacuum below a metal surface, where z < 0, the denominator needs |z|³.

## The Lean source

```lean
import Mathlib

open Matrix Real

namespace ImageDipole

noncomputable section

/-- Vectors in three-dimensional space, with components 0, 1, 2 for x, y, z. -/
abbrev Vec := Fin 3 → ℝ

/-- The Euclidean length of a vector. -/
def len (r : Vec) : ℝ := √(r ⬝ᵥ r)

/-- The point at height `z` on the axis normal to the surface. -/
def height (z : ℝ) : Vec := ![0, 0, z]

/-- The electrostatic potential at `r` of a point dipole `m` located at `s`,
for `r ≠ s` and `ε₀ ≠ 0`. -/
def dipolePotential (ε₀ : ℝ) (m s r : Vec) : ℝ :=
  m ⬝ᵥ (r - s) / (4 * π * ε₀ * len (r - s) ^ 3)

/-- The image of a dipole: components along the surface are reversed, the normal one is kept. -/
def imageDipole (d : Vec) : Vec := ![-d 0, -d 1, d 2]

/-- The image energy of a dipole `d` at height `z > 0`: half of `d · ∇` of the potential of
its image, taken at the dipole with the image held fixed (`ε₀ ≠ 0`). -/
def imageEnergy (ε₀ : ℝ) (d : Vec) (z : ℝ) : ℝ :=
  1 / 2 * lineDeriv ℝ (dipolePotential ε₀ (imageDipole d) (height (-z))) (height z) d

/-- A nonzero vector has positive length. -/
theorem len_pos {r : Vec} (hr : r ≠ 0) : 0 < len r := by
  have h0 : 0 ≤ r ⬝ᵥ r := Finset.sum_nonneg fun i _ => mul_self_nonneg (r i)
  exact Real.sqrt_pos.2 (lt_of_le_of_ne h0 fun h => hr (dotProduct_self_eq_zero.1 h.symm))

/-- For `ε₀ > 0` and `z > 0`, a dipole `m` at height `-z` cancels the potential of a dipole `d`
at height `z` on the whole plane at height zero if and only if `m` is the image of `d`. -/
theorem plane_grounded_iff {ε₀ z : ℝ} (hε : 0 < ε₀) (hz : 0 < z) (d m : Vec) :
    (∀ r : Vec, r 2 = 0 →
      dipolePotential ε₀ d (height z) r + dipolePotential ε₀ m (height (-z)) r = 0) ↔
    m = imageDipole d := by
  -- on the plane both distances agree, so only the numerators matter
  have key : ∀ r : Vec, r 2 = 0 →
      (dipolePotential ε₀ d (height z) r + dipolePotential ε₀ m (height (-z)) r = 0 ↔
        (d 0 + m 0) * r 0 + (d 1 + m 1) * r 1 + (m 2 - d 2) * z = 0) := by
    intro r hr
    have hne : r - height (-z) ≠ 0 := fun e => by
      have h2 := congrFun e 2
      simp [height, hr] at h2
      linarith
    have hl : len (r - height z) = len (r - height (-z)) := by
      simp [len, height, dotProduct, Fin.sum_univ_three, hr]
    have hp := len_pos hne
    have hc : 4 * π * ε₀ * len (r - height (-z)) ^ 3 ≠ 0 := by positivity
    have hnum : d ⬝ᵥ (r - height z) + m ⬝ᵥ (r - height (-z)) =
        (d 0 + m 0) * r 0 + (d 1 + m 1) * r 1 + (m 2 - d 2) * z := by
      simp [height, dotProduct, Fin.sum_univ_three, hr]
      ring
    rw [dipolePotential, dipolePotential, hl, ← add_div, div_eq_zero_iff, hnum,
      or_iff_left hc]
  constructor
  · intro h
    -- three test points on the plane fix the three components
    have h0 : (d 0 + m 0) * 0 + (d 1 + m 1) * 0 + (m 2 - d 2) * z = 0 :=
      (key ![0, 0, 0] rfl).1 (h _ rfl)
    have h1 : (d 0 + m 0) * 1 + (d 1 + m 1) * 0 + (m 2 - d 2) * z = 0 :=
      (key ![1, 0, 0] rfl).1 (h _ rfl)
    have h2 : (d 0 + m 0) * 0 + (d 1 + m 1) * 1 + (m 2 - d 2) * z = 0 :=
      (key ![0, 1, 0] rfl).1 (h _ rfl)
    have h3 : (m 2 - d 2) * z = 0 := by linarith
    have h4 := (mul_eq_zero.1 h3).resolve_right hz.ne'
    funext i
    fin_cases i
    · show m 0 = -d 0
      linarith
    · show m 1 = -d 1
      linarith
    · show m 2 = d 2
      linarith
  · rintro rfl r hr
    refine (key r hr).2 ?_
    simp [imageDipole]

/-- Away from its source, the potential of a dipole `m` has along any vector `v` the derivative
given by the dipole-dipole formula (`ε₀ > 0`). -/
theorem dipolePotential_hasLineDerivAt {ε₀ : ℝ} (hε : 0 < ε₀) (m v : Vec) {s r : Vec}
    (hr : r ≠ s) :
    HasLineDerivAt ℝ (dipolePotential ε₀ m s)
      (m ⬝ᵥ v / (4 * π * ε₀ * len (r - s) ^ 3) -
        3 * (m ⬝ᵥ (r - s)) * (v ⬝ᵥ (r - s)) / (4 * π * ε₀ * len (r - s) ^ 5)) r v := by
  -- the one-variable derivative along a ray
  have ray : ∀ K p q a b c : ℝ, K ≠ 0 → 0 < a →
      HasDerivAt (fun t : ℝ => (p + t * q) / (K * √(a + 2 * b * t + t ^ 2 * c) ^ 3))
        (q / (K * √a ^ 3) - 3 * p * b / (K * √a ^ 5)) 0 := by
    intro K p q a b c hK ha
    have q0 : a + 2 * b * 0 + 0 ^ 2 * c = a := by ring
    have hL : 0 < √a := Real.sqrt_pos.2 ha
    have hq : HasDerivAt (fun t : ℝ => a + 2 * b * t + t ^ 2 * c) (2 * b) 0 :=
      ((((hasDerivAt_id' (0 : ℝ)).const_mul (2 * b)).const_add a).fun_add
        (((hasDerivAt_id' (0 : ℝ)).fun_pow 2).mul_const c)).congr_deriv (by simp)
    have hs := hq.sqrt (by simp only [q0]; exact ha.ne')
    have hn := ((hasDerivAt_id' (0 : ℝ)).mul_const q).const_add p
    refine (hn.fun_div ((hs.fun_pow 3).const_mul K)
      (by simp only [q0]; positivity)).congr_deriv ?_
    simp only [q0, Nat.cast_ofNat]
    generalize √a = L at hL ⊢
    field_simp
    ring
  have ha : 0 < (r - s) ⬝ᵥ (r - s) := Real.sqrt_pos.1 (len_pos (sub_ne_zero.2 hr))
  have e : (fun t : ℝ => dipolePotential ε₀ m s (r + t • v)) = fun t : ℝ =>
      (m ⬝ᵥ (r - s) + t * (m ⬝ᵥ v)) / (4 * π * ε₀ *
        √((r - s) ⬝ᵥ (r - s) + 2 * (v ⬝ᵥ (r - s)) * t + t ^ 2 * (v ⬝ᵥ v)) ^ 3) := by
    funext t
    have h1 : m ⬝ᵥ (r + t • v - s) = m ⬝ᵥ (r - s) + t * (m ⬝ᵥ v) := by
      simp only [dotProduct, Fin.sum_univ_three, Pi.add_apply, Pi.sub_apply, Pi.smul_apply,
        smul_eq_mul]
      ring
    have h2 : (r + t • v - s) ⬝ᵥ (r + t • v - s) =
        (r - s) ⬝ᵥ (r - s) + 2 * (v ⬝ᵥ (r - s)) * t + t ^ 2 * (v ⬝ᵥ v) := by
      simp only [dotProduct, Fin.sum_univ_three, Pi.add_apply, Pi.sub_apply, Pi.smul_apply,
        smul_eq_mul]
      ring
    rw [dipolePotential, len, h1, h2]
  unfold HasLineDerivAt
  rw [e]
  exact ray _ _ _ _ _ _ (by positivity) ha

/-- The value of `d · ∇` of the image potential at height `h`, for an image fixed at height `-z`
with `h + z > 0` and `ε₀ > 0`. -/
theorem image_coupling {ε₀ h z : ℝ} (hε : 0 < ε₀) (hz : 0 < h + z) (d : Vec) :
    lineDeriv ℝ (dipolePotential ε₀ (imageDipole d) (height (-z))) (height h) d =
      -(d 0 ^ 2 + d 1 ^ 2 + 2 * d 2 ^ 2) / (4 * π * ε₀ * (h + z) ^ 3) := by
  have hne : height h ≠ height (-z) := fun e => by
    have h2 : h = -z := congrFun e 2
    linarith
  have hρ : height h - height (-z) = ![0, 0, h + z] := by
    funext i
    fin_cases i <;> simp [height]
  have hl : len ![0, 0, h + z] = h + z := by
    have h2 : (![0, 0, h + z] : Vec) ⬝ᵥ ![0, 0, h + z] = (h + z) ^ 2 := by
      simp [dotProduct, Fin.sum_univ_three, sq]
    rw [len, h2, Real.sqrt_sq hz.le]
  have h1 : imageDipole d ⬝ᵥ d = -d 0 ^ 2 - d 1 ^ 2 + d 2 ^ 2 := by
    simp [imageDipole, dotProduct, Fin.sum_univ_three]
    ring
  have h2 : imageDipole d ⬝ᵥ ![0, 0, h + z] = d 2 * (h + z) := by
    simp [imageDipole, dotProduct, Fin.sum_univ_three]
  have h3 : d ⬝ᵥ ![0, 0, h + z] = d 2 * (h + z) := by
    simp [dotProduct, Fin.sum_univ_three]
  rw [(dipolePotential_hasLineDerivAt hε _ d hne).lineDeriv, hρ, hl, h1, h2, h3]
  generalize h + z = H at hz ⊢
  field_simp
  ring

/-- The image energy of a dipole at height `z > 0` above the plane, with `ε₀ > 0`, is
`-(dx² + dy² + 2 dz²) / (64 π ε₀ z³)`. -/
theorem imageEnergy_eq {ε₀ z : ℝ} (hε : 0 < ε₀) (hz : 0 < z) (d : Vec) :
    imageEnergy ε₀ d z =
      -(d 0 ^ 2 + d 1 ^ 2 + 2 * d 2 ^ 2) / (64 * π * ε₀ * z ^ 3) := by
  rw [imageEnergy, image_coupling hε (by linarith) d, ← two_mul]
  ring

/-- For `ε₀ > 0` and `z > 0`, the slope of the image energy in the height equals the slope of the
full coupling `d · ∇φ` to an image frozen at height `-z`; both are
`3 (dx² + dy² + 2 dz²) / (64 π ε₀ z⁴)`. -/
theorem image_force {ε₀ z : ℝ} (hε : 0 < ε₀) (hz : 0 < z) (d : Vec) :
    HasDerivAt (imageEnergy ε₀ d)
      (3 * (d 0 ^ 2 + d 1 ^ 2 + 2 * d 2 ^ 2) / (64 * π * ε₀ * z ^ 4)) z ∧
    HasDerivAt (fun h =>
        lineDeriv ℝ (dipolePotential ε₀ (imageDipole d) (height (-z))) (height h) d)
      (3 * (d 0 ^ 2 + d 1 ^ 2 + 2 * d 2 ^ 2) / (64 * π * ε₀ * z ^ 4)) z := by
  -- both functions are shifted inverse cubes near `z`
  have cube : ∀ C w : ℝ, z + w ≠ 0 →
      HasDerivAt (fun h : ℝ => -C / (h + w) ^ 3) (3 * C / (z + w) ^ 4) z := by
    intro C w hw
    refine ((hasDerivAt_const z (-C)).fun_div
      (((hasDerivAt_id' z).add_const w).fun_pow 3) (pow_ne_zero 3 hw)).congr_deriv ?_
    simp only [Nat.cast_ofNat]
    generalize z + w = H at hw ⊢
    field_simp
    ring
  constructor
  · refine ((cube ((d 0 ^ 2 + d 1 ^ 2 + 2 * d 2 ^ 2) / (64 * π * ε₀)) 0
      (by linarith [hz] : z + 0 > 0).ne').congr_of_eventuallyEq ?_).congr_deriv ?_
    · filter_upwards [eventually_gt_nhds hz] with h hh
      rw [imageEnergy_eq hε hh, add_zero, neg_div, neg_div, div_div]
    · rw [add_zero]
      ring
  · refine ((cube ((d 0 ^ 2 + d 1 ^ 2 + 2 * d 2 ^ 2) / (4 * π * ε₀)) z
      (add_pos hz hz).ne').congr_of_eventuallyEq ?_).congr_deriv ?_
    · filter_upwards [eventually_gt_nhds hz] with h hh
      rw [image_coupling hε (add_pos hh hz), neg_div, neg_div, div_div]
    · rw [← two_mul]
      ring

/-- For `ε₀ > 0` and `z > 0` the image energy is at least `-|d|² / (32 π ε₀ z³)`, with equality
exactly when the dipole has no component along the surface. -/
theorem imageEnergy_lower_bound {ε₀ z : ℝ} (hε : 0 < ε₀) (hz : 0 < z) (d : Vec) :
    -(d ⬝ᵥ d) / (32 * π * ε₀ * z ^ 3) ≤ imageEnergy ε₀ d z ∧
    (imageEnergy ε₀ d z = -(d ⬝ᵥ d) / (32 * π * ε₀ * z ^ 3) ↔ d 0 = 0 ∧ d 1 = 0) := by
  -- the excess over the bound comes from the parallel components
  have key : imageEnergy ε₀ d z = -(d ⬝ᵥ d) / (32 * π * ε₀ * z ^ 3) +
      (d 0 ^ 2 + d 1 ^ 2) / (64 * π * ε₀ * z ^ 3) := by
    rw [imageEnergy_eq hε hz]
    simp only [dotProduct, Fin.sum_univ_three]
    ring
  have hD : 0 < 64 * π * ε₀ * z ^ 3 := by positivity
  have hpos : 0 ≤ (d 0 ^ 2 + d 1 ^ 2) / (64 * π * ε₀ * z ^ 3) := by positivity
  refine ⟨by linarith, fun h => ?_, ?_⟩
  · have h0 : (d 0 ^ 2 + d 1 ^ 2) / (64 * π * ε₀ * z ^ 3) = 0 := by linarith
    have h1 := (div_eq_zero_iff.1 h0).resolve_right hD.ne'
    exact ⟨(pow_eq_zero_iff two_ne_zero).1 (by linarith [sq_nonneg (d 0), sq_nonneg (d 1)]),
      (pow_eq_zero_iff two_ne_zero).1 (by linarith [sq_nonneg (d 0), sq_nonneg (d 1)])⟩
  · rintro ⟨h0, h1⟩
    rw [key, h0, h1]
    simp

end

end ImageDipole
```

```lean
#print axioms ImageDipole.plane_grounded_iff
-- 'ImageDipole.plane_grounded_iff' depends on axioms: [propext, Classical.choice, Quot.sound]
#print axioms ImageDipole.imageEnergy_eq
-- 'ImageDipole.imageEnergy_eq' depends on axioms: [propext, Classical.choice, Quot.sound]
#print axioms ImageDipole.image_force
-- 'ImageDipole.image_force' depends on axioms: [propext, Classical.choice, Quot.sound]
#print axioms ImageDipole.imageEnergy_lower_bound
-- 'ImageDipole.imageEnergy_lower_bound' depends on axioms: [propext, Classical.choice, Quot.sound]
```

## The theorems read as electrostatics

A `Vec` is a triple of real numbers, and `d 0`, `d 1`, `d 2` are dx, dy, dz. The length is defined separately as `len`, because Mathlib's built-in norm on this type is the largest absolute component and not the Euclidean length. `dipolePotential ε₀ m s r` is φ(r) in SI form, with the source position s as an argument. `lineDeriv` along `d` is the operator d·∇ with d not normalised, so the magnitude of the dipole is included.

- `plane_grounded_iff` says that a dipole at height −z cancels the potential of d on the whole plane if and only if it equals `imageDipole d`.
- `dipolePotential_hasLineDerivAt` gives the derivative of the potential in any direction, at any point other than the source.
- `image_coupling` evaluates the full coupling at height h, and `imageEnergy_eq` gives the energy.
- `image_force` gives both slopes with their common value.
- `imageEnergy_lower_bound` gives the bound and its case of equality.

All of them assume ε₀ > 0. The height z is positive throughout, except that `image_coupling` needs only h + z > 0.

## Three test points, one ray, one inverse cube

In `plane_grounded_iff`, the local statement `key` uses the equal distances to reduce cancellation to the linear condition in the bracket. The three test points then fix the components of m.

The derivative is first proved as a one-variable statement, `ray`, about a linear numerator over the cube of a square root. The equation `e` shows that the dipole potential along r + tv has this form. After √a has been replaced by a positive symbol L, `field_simp` and `ring` finish the algebra.

`image_coupling` inserts the three dot products on the axis, and `imageEnergy_eq` sets h = z. In `image_force`, both functions are treated as shifted inverse cubes by `cube`. The closed formulas hold only for suitable heights, so the proof uses them in a neighbourhood of z where h stays positive, which is enough for a derivative at z. The bound follows from the same splitting of S as in the derivation.

## What is guaranteed for a fixed dipole and a perfect conductor

The signs of the image, the energy formula, the agreement of the two slopes and the bound hold for every real dipole vector, including zero. The factor ½ is part of the definition of `imageEnergy`. It accounts for the image moving along as the dipole is brought in from far away, and `image_force` confirms that it matches the force from a frozen image.

One step to a real surface is left to physics: that the charge induced on the metal produces, above the plane, exactly the field of the image. This rests on the uniqueness of the solution of the electrostatic boundary problem, of which the theorems supply only the vanishing potential on the plane.

The model also has a flat, infinite, perfectly conducting surface, no retardation, and a point dipole that does not respond to its own image. A polarisable molecule needs a self-consistent d and the energy cost of polarising it.
